# The s-orbital density at the nucleus as a surface term plus a radial integral

The Fermi contact interaction between an s electron and a nuclear spin is proportional to the electron density at the nucleus. A variational calculation adjusts an orbital to lower the energy, an average over all space, and gives no direct control over the value at that one point. For an exact solution of a one-electron radial equation, however, the density at the origin can be written as an integral over a ball plus a term on its surface.

In atomic units, let $f(r)$ be a real radial s function, $E$ a real energy and $V(r)=W(r)/r$ a central potential. The Schrödinger equation $-\tfrac12 f''-f'/r+Vf=Ef$, multiplied by $-2r$, becomes

$$r f''+2f'=2(W-Er)f .$$

For a bare nucleus of charge $Z$, $W=-Z$. In the restricted Hartree–Fock description of ground-state helium, the repulsion $J(r)$ from the other electron gives $W=-Z+rJ(r)$ with $Z=2$. The results apply to such an orbital once $W$ is fixed, but not to a correlated two-electron wavefunction.

In Lean 4 with Mathlib:

```lean
import Mathlib

open Set Filter Topology

namespace NuclearDensityFormula

noncomputable section
```

## Radial functions, residual and surface term

On a ball of radius $R$ we need $f$, $f'$ and $f''$ continuous up to both ends.

```lean
/-- For `R > 0`, a radial s function `f` that is twice continuously differentiable on `[0, R]`, with
first derivative `f1` and second derivative `f2`. -/
structure IsC2Radial (R : ℝ) (f f1 f2 : ℝ → ℝ) : Prop where
  deriv1 : ∀ r ∈ Ioo 0 R, HasDerivAt f (f1 r) r
  deriv2 : ∀ r ∈ Ioo 0 R, HasDerivAt f1 (f2 r) r
  cont0 : ContinuousOn f (Icc 0 R)
  cont1 : ContinuousOn f1 (Icc 0 R)
  cont2 : ContinuousOn f2 (Icc 0 R)
```

Here `f1` and `f2` stand for $f'$ and $f''$. The derivative relations are required only for $0<r<R$; for $R>0$, continuity on $[0,R]$ then fixes the end values. No normalisation is imposed. If $f$ is not identically zero and $rf(r)$ is square-integrable on the half line, the normalised density at the nucleus is $f(0)^2/\bigl(4\pi\int_0^\infty r^2f^2\,dr\bigr)$.

A trial function need not solve the equation. Its failure to do so is measured by the residual

$$\rho=rf''+2f'-2(W-Er)f .$$

```lean
/-- The residual of the radial s equation with potential `W r / r` and energy `E`, in the form `r
f'' + 2 f' - 2 (W - E r) f`. -/
def residual (W : ℝ → ℝ) (E : ℝ) (f f1 f2 : ℝ → ℝ) (r : ℝ) : ℝ :=
  r * f2 r + 2 * f1 r - 2 * (W r - E * r) * f r
```

The other two quantities are the surface term $S=f^2+2rff'$,

```lean
/-- The surface term `f² + 2 r f f'` at radius `r`. -/
def surfaceTerm (f f1 : ℝ → ℝ) (r : ℝ) : ℝ :=
  f r ^ 2 + 2 * r * f r * f1 r
```

and the bulk integrand $B=4(Er-W)f^2-2rf'^2$.

```lean
/-- The bulk integrand `4 (E r - W) f² - 2 r f'²`. -/
def bulk (W : ℝ → ℝ) (E : ℝ) (f f1 : ℝ → ℝ) (r : ℝ) : ℝ :=
  4 * (E * r - W r) * f r ^ 2 - 2 * r * f1 r ^ 2
```

## Differentiating the surface term

By the product rule,

$$S'=2ff'+2ff'+2rf'^2+2rff''=2f(rf''+2f')+2rf'^2 .$$

Substituting $rf''+2f'=\rho+2(W-Er)f$ gives

$$S'=2f\rho+4(W-Er)f^2+2rf'^2=2f\rho-B .$$

```lean
/-- The radial derivative of the surface term is twice the orbital times the residual,
minus the bulk integrand. -/
theorem hasDerivAt_surfaceTerm (W : ℝ → ℝ) (E : ℝ) {f f1 f2 : ℝ → ℝ} {r : ℝ}
    (h : HasDerivAt f (f1 r) r) (h1 : HasDerivAt f1 (f2 r) r) :
    HasDerivAt (surfaceTerm f f1)
      (2 * (f r * residual W E f f1 f2 r) - bulk W E f f1 r) r := by
  have hsq : HasDerivAt (fun x => f x ^ 2) (2 * f r * f1 r) r :=
    (h.fun_pow 2).congr_deriv (by norm_num)
  have hlin : HasDerivAt (fun x : ℝ => 2 * x) 2 r :=
    ((hasDerivAt_id' r).const_mul 2).congr_deriv (by norm_num)
  have key := hsq.fun_add ((hlin.fun_mul h).fun_mul h1)
  refine HasDerivAt.congr_deriv key ?_
  unfold residual bulk
  ring
```

The proof builds the derivative from the same product rules, and `ring` carries out the substitution.

## An identity for every trial function

Integrate $S'$ from $0$ to $R$. Since $S(0)=f(0)^2$,

$$f(0)^2=S(R)+\int_0^R B\,dr-2\int_0^R f\rho\,dr .$$

```lean
/-- For any trial function, the density at the nucleus equals the surface term at `R` plus
the bulk integral, minus twice the integral of the trial function times its residual. -/
theorem trial_density_at_nucleus {W : ℝ → ℝ} {E R : ℝ} {f f1 f2 : ℝ → ℝ} (hR : 0 ≤ R)
    (hf : IsC2Radial R f f1 f2) (hW : ContinuousOn W (Icc 0 R)) :
    f 0 ^ 2 = surfaceTerm f f1 R + (∫ r in (0 : ℝ)..R, bulk W E f f1 r)
      - 2 * ∫ r in (0 : ℝ)..R, f r * residual W E f f1 f2 r := by
  have c0 := hf.cont0
  have c1 := hf.cont1
  have c2 := hf.cont2
  have cS : ContinuousOn (surfaceTerm f f1) (Icc 0 R) := by
    unfold surfaceTerm
    fun_prop
  have cB : ContinuousOn (fun r => bulk W E f f1 r) (Icc 0 R) := by
    unfold bulk
    fun_prop
  have cQ : ContinuousOn (fun r => f r * residual W E f f1 f2 r) (Icc 0 R) := by
    unfold residual
    fun_prop
  have iB : IntervalIntegrable (fun r => bulk W E f f1 r) MeasureTheory.volume 0 R :=
    ContinuousOn.intervalIntegrable (by rwa [uIcc_of_le hR])
  have iQ : IntervalIntegrable (fun r => f r * residual W E f f1 f2 r)
      MeasureTheory.volume 0 R :=
    ContinuousOn.intervalIntegrable (by rwa [uIcc_of_le hR])
  -- integrate the derivative of the surface term from the nucleus to `R`
  have key := intervalIntegral.integral_eq_sub_of_hasDerivAt_of_le hR cS
    (fun r hr => hasDerivAt_surfaceTerm W E (hf.deriv1 r hr) (hf.deriv2 r hr))
    ((iQ.const_mul 2).sub iB)
  rw [intervalIntegral.integral_sub (iQ.const_mul 2) iB,
    intervalIntegral.integral_const_mul] at key
  have h0 : surfaceTerm f f1 0 = f 0 ^ 2 := by
    unfold surfaceTerm
    ring
  rw [h0] at key
  linarith
```

The energy $E$ is a free parameter here. Continuity of $W$ makes both integrands continuous, hence integrable. The version of the fundamental theorem of calculus used needs the derivative only inside the interval, which matches the hypotheses on $f$.

Moving the first two terms to the left and taking absolute values gives

$$\left|f(0)^2-S(R)-\int_0^R B\,dr\right|\le 2\int_0^R|f\rho|\,dr .$$

```lean
/-- For a trial function, the error of the global formula for the density at the nucleus is
at most twice the integral of the absolute value of trial function times residual. -/
theorem trial_density_error {W : ℝ → ℝ} {E R : ℝ} {f f1 f2 : ℝ → ℝ} (hR : 0 ≤ R)
    (hf : IsC2Radial R f f1 f2) (hW : ContinuousOn W (Icc 0 R)) :
    |f 0 ^ 2 - (surfaceTerm f f1 R + ∫ r in (0 : ℝ)..R, bulk W E f f1 r)|
      ≤ 2 * ∫ r in (0 : ℝ)..R, |f r * residual W E f f1 f2 r| := by
  have h := trial_density_at_nucleus (E := E) hR hf hW
  have e : f 0 ^ 2 - (surfaceTerm f f1 R + ∫ r in (0 : ℝ)..R, bulk W E f f1 r)
      = -(2 * ∫ r in (0 : ℝ)..R, f r * residual W E f f1 f2 r) := by linarith
  have hb := intervalIntegral.abs_integral_le_integral_abs
    (f := fun r => f r * residual W E f f1 f2 r) (μ := MeasureTheory.volume) hR
  rw [e, abs_neg, abs_mul, abs_two]
  linarith
```

This bounds the mismatch between two evaluations made with the same trial function: its own value $f(0)^2$ and the global expression. It does not bound the distance to the exact density.

## The cusp at the nucleus

Now let $R>0$ and suppose that $f$ solves the equation for $0<r<R$. Then $\rho=0$ inside the interval. Since $\rho$ is continuous on $[0,R]$, it vanishes at the ends as well.

```lean
/-- If the radial equation holds strictly between the nucleus and `R`, its residual vanishes
on the whole closed interval. -/
theorem residual_eq_zero {W : ℝ → ℝ} {E R : ℝ} {f f1 f2 : ℝ → ℝ} (hR : 0 < R)
    (hf : IsC2Radial R f f1 f2) (hW : ContinuousOn W (Icc 0 R))
    (heq : ∀ r ∈ Ioo 0 R, r * f2 r + 2 * f1 r = 2 * (W r - E * r) * f r) :
    ∀ r ∈ Icc 0 R, residual W E f f1 f2 r = 0 := by
  have c0 := hf.cont0
  have c1 := hf.cont1
  have c2 := hf.cont2
  have cQ : ContinuousOn (residual W E f f1 f2) (Icc 0 R) := by
    unfold residual
    fun_prop
  have hz : EqOn (residual W E f f1 f2) (fun _ => 0) (Ioo 0 R) :=
    fun r hr => sub_eq_zero.mpr (heq r hr)
  -- a continuous function that vanishes inside vanishes at the end points
  have hcl : Icc 0 R ⊆ closure (Ioo 0 R) := by rw [closure_Ioo hR.ne]
  exact fun r hr => hz.of_subset_closure cQ continuousOn_const Ioo_subset_Icc_self hcl hr
```

The proof uses the fact that $[0,R]$ is the closure of $(0,R)$. At $r=0$ the residual reduces to $2f'(0)-2W(0)f(0)$, and therefore

$$f'(0)=W(0)f(0).$$

```lean
/-- The nuclear cusp condition: the slope of the radial function at the nucleus is `W 0`
times its value there. -/
theorem cusp_condition {W : ℝ → ℝ} {E R : ℝ} {f f1 f2 : ℝ → ℝ} (hR : 0 < R)
    (hf : IsC2Radial R f f1 f2) (hW : ContinuousOn W (Icc 0 R))
    (heq : ∀ r ∈ Ioo 0 R, r * f2 r + 2 * f1 r = 2 * (W r - E * r) * f r) :
    f1 0 = W 0 * f 0 := by
  have h := residual_eq_zero hR hf hW heq 0 ⟨le_refl 0, hR.le⟩
  unfold residual at h
  linarith
```

With $W(0)=-Z$ this is the nuclear cusp condition $f'(0)=-Zf(0)$ for an s orbital. It follows from the radial equation and the assumed regularity, without a separate boundary condition.

## The global formula

With $\rho=0$ throughout $[0,R]$, the last integral in the trial identity disappears:

$$f(0)^2=f(R)^2+2Rf(R)f'(R)+\int_0^R\bigl(4(Er-W)f^2-2rf'^2\bigr)\,dr .$$

```lean
/-- The global formula for the density at the nucleus: for a solution of the radial s
equation, `f(0)²` is a surface term at `R` plus an integral over `[0, R]`. -/
theorem density_at_nucleus {W : ℝ → ℝ} {E R : ℝ} {f f1 f2 : ℝ → ℝ} (hR : 0 < R)
    (hf : IsC2Radial R f f1 f2) (hW : ContinuousOn W (Icc 0 R))
    (heq : ∀ r ∈ Ioo 0 R, r * f2 r + 2 * f1 r = 2 * (W r - E * r) * f r) :
    f 0 ^ 2 = f R ^ 2 + 2 * R * f R * f1 R
      + ∫ r in (0 : ℝ)..R, (4 * (E * r - W r) * f r ^ 2 - 2 * r * f1 r ^ 2) := by
  have h := trial_density_at_nucleus (E := E) hR.le hf hW
  have hz : (∫ r in (0 : ℝ)..R, f r * residual W E f f1 f2 r) = ∫ _r in (0 : ℝ)..R, (0 : ℝ) := by
    apply intervalIntegral.integral_congr
    intro r hr
    rw [uIcc_of_le hR.le] at hr
    simp [residual_eq_zero hR hf hW heq r hr]
  rw [hz, intervalIntegral.integral_zero, mul_zero, sub_zero] at h
  exact h
```

The hypothesis `heq` is the radial equation on the open interval. Nothing requires $E$ to be a bound-state energy, because the surface term accounts for whatever happens at $R$.

For a solution on the half line with $f(r)\to0$ and $rf(r)f'(r)\to0$ as $r\to\infty$, the surface term tends to zero. Rearranging the formula and letting $R$ grow gives

$$\lim_{R\to\infty}\int_0^R\bigl(4(Er-W)f^2-2rf'^2\bigr)\,dr=f(0)^2 .$$

```lean
/-- For a solution on the half line with `f` and `r f f'` tending to zero at large distance,
the bulk integral over `[0, R]` tends to the density at the nucleus. -/
theorem bound_density_at_nucleus {W : ℝ → ℝ} {E : ℝ} {f f1 f2 : ℝ → ℝ}
    (hf : ∀ R > 0, IsC2Radial R f f1 f2) (hW : ContinuousOn W (Ici 0))
    (heq : ∀ r > 0, r * f2 r + 2 * f1 r = 2 * (W r - E * r) * f r)
    (hdecay : Tendsto f atTop (𝓝 0))
    (hflux : Tendsto (fun r => r * f r * f1 r) atTop (𝓝 0)) :
    Tendsto (fun R => ∫ r in (0 : ℝ)..R, (4 * (E * r - W r) * f r ^ 2 - 2 * r * f1 r ^ 2))
      atTop (𝓝 (f 0 ^ 2)) := by
  have hlim : Tendsto (fun R => f 0 ^ 2 - (f R ^ 2 + 2 * (R * f R * f1 R))) atTop
      (𝓝 (f 0 ^ 2 - (0 ^ 2 + 2 * 0))) :=
    tendsto_const_nhds.sub ((hdecay.pow 2).add (hflux.const_mul 2))
  have e : f 0 ^ 2 - ((0 : ℝ) ^ 2 + 2 * 0) = f 0 ^ 2 := by ring
  rw [e] at hlim
  refine hlim.congr' ?_
  filter_upwards [eventually_gt_atTop (0 : ℝ)] with R hR
  have h := density_at_nucleus hR (hf R hR) (hW.mono Icc_subset_Ici_self)
    (fun r hr => heq r hr.1)
  linarith
```

Both decay conditions are assumed, not derived from the potential. They hold for orbitals that decay exponentially together with their first derivative, but they do not by themselves make the state bound: the free wave $\sin(kr)/r$, with $W=0$ and $E=k^2/2$, satisfies them too. The conclusion is a limit of integrals over growing balls; absolute convergence is not claimed.

## Exponential orbitals

Take $f=e^{-\zeta r}$ with exponent $\zeta$ in the field of a bare charge $Z$. Then $f'=-\zeta f$, $f''=\zeta^2f$ and $W=-Z$, so

$$\rho=\bigl(2(Z-\zeta)+(\zeta^2+2E)r\bigr)e^{-\zeta r}.$$

```lean
/-- The residual of the exponential orbital `exp (-ζ r)` in the field of a nucleus of
charge `Z`, at energy `E`. -/
theorem screened_residual (Z ζ E r : ℝ) :
    residual (fun _ => -Z) E (fun x => Real.exp (-ζ * x))
      (fun x => -ζ * Real.exp (-ζ * x)) (fun x => ζ ^ 2 * Real.exp (-ζ * x)) r
      = (2 * (Z - ζ) + (ζ ^ 2 + 2 * E) * r) * Real.exp (-ζ * r) := by
  unfold residual
  ring
```

The constant term $2(Z-\zeta)$ is twice the cusp error $f'(0)+Zf(0)$, and for a screened exponent $\zeta\ne Z$ no choice of $E$ removes it. Both terms vanish when $\zeta=Z$ and $E=-Z^2/2$, which leaves the hydrogenic orbital.

```lean
/-- The orbital `exp (-Z r)` is twice continuously differentiable and solves the radial s
equation with `W = -Z` and `E = -Z²/2`. -/
theorem hydrogenic_witness (Z R : ℝ) :
    IsC2Radial R (fun x => Real.exp (-Z * x)) (fun x => -Z * Real.exp (-Z * x))
      (fun x => Z ^ 2 * Real.exp (-Z * x)) ∧
    ∀ r ∈ Ioo 0 R, r * (Z ^ 2 * Real.exp (-Z * r)) + 2 * (-Z * Real.exp (-Z * r))
      = 2 * (-Z - (-Z ^ 2 / 2) * r) * Real.exp (-Z * r) := by
  have hd : ∀ r : ℝ, HasDerivAt (fun x => Real.exp (-Z * x)) (-Z * Real.exp (-Z * r)) r :=
    fun r => (((hasDerivAt_id' r).const_mul (-Z)).exp).congr_deriv (by ring)
  refine ⟨⟨fun r _ => hd r, fun r _ => ((hd r).const_mul (-Z)).congr_deriv (by ring),
    ?_, ?_, ?_⟩, fun r _ => by ring⟩
  all_goals exact Continuous.continuousOn (by fun_prop)

end

end NuclearDensityFormula
```

This confirms that `f1` and `f2` are the true derivatives of the exponential and that the radial equation holds, so the global formula applies to this orbital on every ball with $R>0$.

```lean
#print axioms NuclearDensityFormula.cusp_condition
#print axioms NuclearDensityFormula.density_at_nucleus
#print axioms NuclearDensityFormula.bound_density_at_nucleus
#print axioms NuclearDensityFormula.screened_residual
```

```
'NuclearDensityFormula.cusp_condition' depends on axioms: [propext, Classical.choice, Quot.sound]
'NuclearDensityFormula.density_at_nucleus' depends on axioms: [propext, Classical.choice, Quot.sound]
'NuclearDensityFormula.bound_density_at_nucleus' depends on axioms: [propext, Classical.choice, Quot.sound]
'NuclearDensityFormula.screened_residual' depends on axioms: [propext, Classical.choice, Quot.sound]
```

## Hydrogen in a ball of one bohr

Set $Z=1$, $E=-\tfrac12$, $f=e^{-r}$ and $R=1$. The surface term is

$$e^{-2}-2e^{-2}=-e^{-2}\approx-0.1353 .$$

The bulk integrand is $4(1-r/2)e^{-2r}-2re^{-2r}=(4-4r)e^{-2r}$, with antiderivative $(2r-1)e^{-2r}$, so

$$\int_0^1(4-4r)e^{-2r}\,dr=e^{-2}+1\approx1.1353 .$$

The sum is $1=f(0)^2$. Since $4\pi\int_0^\infty r^2e^{-2r}\,dr=\pi$, the normalised density at the nucleus is $1/\pi\approx0.318$ in atomic units.
